# A nonzero energy with zero orientational mean has a negative thermal mean at every finite positive temperature

A system has finitely many orientations, with positive weights `w i` that sum to one and real energies `V i` whose weighted mean is zero but which are not all zero. The theorem `thermalMean_neg` states that at every inverse temperature `b > 0` the Boltzmann mean energy, ∑ wᵢVᵢ exp(−bVᵢ) / ∑ wᵢ exp(−bVᵢ), is strictly negative. The proof first shows that x exp(−bx) < x for every nonzero real x, treating negative and positive x separately. Summed with the weights, this puts the numerator below ∑ wᵢVᵢ = 0, and the denominator, the partition function, is positive.

The failing Lean file:

```lean
import Mathlib

open Filter Topology

namespace ThermalMeanNeg

noncomputable section

variable {ι : Type*} [Fintype ι]

/-- The sum of the Boltzmann factors `exp (-b V)` over all orientations, with coefficients `c`.
When `c` is the set of orientation weights, this is the partition function. -/
def boltzmannSum (c V : ι → ℝ) (b : ℝ) : ℝ :=
  ∑ i, c i * Real.exp (-b * V i)

/-- The Boltzmann mean of an observable `f` at inverse temperature `b`, for orientation weights
`w` and energy `V`; its domain is where the partition function is nonzero. -/
def thermalMean (w V f : ι → ℝ) (b : ℝ) : ℝ :=
  boltzmannSum (fun i => w i * f i) V b / boltzmannSum w V b

/-- The partition function is positive for positive weights that sum to one. -/
theorem boltzmannSum_pos {w : ι → ℝ} (hpos : ∀ i, 0 < w i) (hw : ∑ i, w i = 1)
    (V : ι → ℝ) (b : ℝ) : 0 < boltzmannSum w V b := by
  rcases isEmpty_or_nonempty ι with h | h
  · simp at hw
  · exact Finset.sum_pos (fun i _ => mul_pos (hpos i) (Real.exp_pos _)) Finset.univ_nonempty

/-- For positive weights summing to one and an energy of zero orientational mean that is not
identically zero, the mean energy is negative at every positive inverse temperature. -/
theorem thermalMean_neg {w V : ι → ℝ} (hpos : ∀ i, 0 < w i) (hw : ∑ i, w i = 1)
    (hV : ∑ i, w i * V i = 0) (hne : ∃ i, V i ≠ 0) {b : ℝ} (hb : 0 < b) :
    thermalMean w V V b < 0 := by
  -- the Boltzmann factor lowers every nonzero contribution
  have key : ∀ x : ℝ, x ≠ 0 → x * Real.exp (-b * x) < x := by
    intro x hx
    rcases lt_or_gt_of_ne hx with h | h
    · have h1 : 1 < Real.exp (-b * x) := Real.one_lt_exp_iff.mpr (by nlinarith)
      nlinarith
    · have h1 : Real.exp (-b * x) < 1 := Real.exp_lt_one (by nlinarith)
      nlinarith
  refine div_neg_of_neg_of_pos ?_ (boltzmannSum_pos hpos hw V b)
  rw [← hV]
  obtain ⟨j, hj⟩ := hne
  refine Finset.sum_lt_sum (fun i _ => ?_) ⟨j, Finset.mem_univ j, ?_⟩
  · rcases eq_or_ne (V i) 0 with h | h
    · simp [h]
    · nlinarith [mul_lt_mul_of_pos_left (key _ h) (hpos i)]
  · nlinarith [mul_lt_mul_of_pos_left (key _ hj) (hpos j)]

end

end ThermalMeanNeg
```

Compiling this gives:

```
Main.lean:39:41: error(lean.unknownIdentifier): Unknown constant `Real.exp_lt_one`
```

As a diff, the version that Lean accepts:

```diff
@@ -37,5 +37,5 @@
     · have h1 : 1 < Real.exp (-b * x) := Real.one_lt_exp_iff.mpr (by nlinarith)
       nlinarith
-    · have h1 : Real.exp (-b * x) < 1 := Real.exp_lt_one (by nlinarith)
+    · have h1 : Real.exp (-b * x) < 1 := Real.exp_lt_one_iff.mpr (by nlinarith)
       nlinarith
   refine div_neg_of_neg_of_pos ?_ (boltzmannSum_pos hpos hw V b)
```

Diagnosis. The message says that no constant named `Real.exp_lt_one` exists in the Mathlib that the file imports. The name is called in the positive case of `key`, where the proof needs `Real.exp (-b * x) < 1` from `b > 0` and `x > 0`. The inequality is true, but Lean cannot resolve the name of the lemma meant to supply it.

The repair uses `Real.exp_lt_one_iff`, which says that the exponential of a real number is less than one exactly when that number is negative. Because this is an equivalence, `.mpr` is needed to take the direction from the negative exponent to the bound on the exponential. What remains to be shown is `-b * x < 0`, and the unchanged `by nlinarith` proves it from the signs of `b` and `x`. The negative case already has the same form, with `Real.one_lt_exp_iff.mpr`.
